# For three electrons with $S_z=1/2$, $\langle S^2\rangle$ exceeds $3/4$ by three times the totally antisymmetric weight of the spatial amplitude

A variational Monte Carlo calculation on a three-electron doublet often starts from a determinant for the two up electrons times an orbital for the down electron, multiplied by a Jastrow factor. The electron-electron cusp conditions differ for parallel and antiparallel spins, which invites different pair functions for the two cases. The Jastrow factor then no longer treats all electrons alike. If the state without the Jastrow factor is a doublet, is the product still one, and if not, how far off is it?

Let $X$ be a finite set of positions and $F(x,y,z)$ a real, nonzero amplitude, with up electrons at $x,y$ and the down electron at $z$. Assume $F(y,x,z)=-F(x,y,z)$. Define

$$(TF)(x,y,z)=F(x,y,z)-F(z,y,x)-F(x,z,y),$$

that is, $T=1-P_{13}-P_{23}$. Let $AF$ be the totally antisymmetric part of $F$, let $\langle F,G\rangle=\sum_{x,y,z}F\,G$, and let $w=\langle AF,AF\rangle/\langle F,F\rangle$. In units with $\hbar=1$,

$$\langle S^2\rangle=\tfrac34+3w,\qquad 0\le w\le 1 .$$

The lower end is the doublet value $3/4$, the upper end the quartet value $15/4$.

## Swapping an up and a down electron measures the contamination

Suppose a code samples configurations with fixed spin labels and probability $F^2/\langle F,F\rangle$. The average of

$$1-\frac{F(z,y,x)}{F(x,y,z)}-\frac{F(x,z,y)}{F(x,y,z)}$$

is $\langle F,TF\rangle/\langle F,F\rangle=3w$, so two amplitude ratios per sample give the spin contamination. For three electrons on a finite set of positions, a Jastrow factor symmetric in all electrons leaves a state with $TF=0$ uncontaminated, while one that singles out the parallel pair can spoil it.

## From the raising operator to the antisymmetric weight

**Completing the state.** Antisymmetry under exchange of positions and spins together fixes the other components:

$$\Phi_{\uparrow\uparrow\downarrow}=F(x,y,z),\quad \Phi_{\uparrow\downarrow\uparrow}=-F(x,z,y),\quad \Phi_{\downarrow\uparrow\uparrow}=F(y,z,x),$$

and the remaining five vanish because $S_z=\tfrac12$ requires exactly two up spins.

**Applying $S^2=S_-S_+ + S_z(S_z+1)$.** The second term gives $\tfrac12\cdot\tfrac32=\tfrac34$. Raising leaves only the all-up component,

$$F(x,y,z)-F(x,z,y)+F(y,z,x)=(TF)(x,y,z),$$

because $F(y,z,x)=-F(z,y,x)$. Lowering copies $TF$ into each component with one down spin. Since $TF$ is totally antisymmetric, these copies are the completion of $TF$. Hence $S^2$ acts on $F$ as $\tfrac34+T$.

**Identifying $TF$.** The six-term antisymmetrised part is

$$AF=\tfrac16\big[F(x,y,z)-F(y,x,z)-F(z,y,x)-F(x,z,y)+F(y,z,x)+F(z,x,y)\big].$$

Up-antisymmetry pairs the terms, leaving $AF=TF/3$.

**Taking the mean.** Write $AF=\tfrac13[F(x,y,z)-F(x,z,y)+F(y,z,x)]$ and multiply by $AF$. The sign changes of $AF$ and a relabelling of the sums turn each term into $\langle F,AF\rangle$, so $\langle AF,AF\rangle=\langle F,AF\rangle$. The three nonzero spin components contribute equally to numerator and denominator, giving

$$\langle S^2\rangle=\frac{3\left(\tfrac34\langle F,F\rangle+3\langle F,AF\rangle\right)}{3\langle F,F\rangle}=\tfrac34+3w .$$

**Bounding the weight.** Expanding the square gives

$$0\le\langle F-AF,F-AF\rangle=\langle F,F\rangle-\langle AF,AF\rangle,$$

so $w\le1$, with equality exactly when $AF=F$. Also $w=0$ exactly when $AF=0$, that is, when $TF=0$.

**Multiplying by a Jastrow factor.** If $J$ is unchanged by the exchanges 1-3 and 2-3, it is unchanged by 1-2 as well. Then $JF$ is still up-antisymmetric and $T(JF)=J\,TF$. If $TF=0$, it follows that $S^2$ acts on $JF$ as $3/4$.

## Three sites, with a factor on the parallel pair

Take sites $0,1,2$ and $F=y-x$: the determinant of the orbitals $1$ and $x$ for the up electrons, times the constant orbital for the down electron. Then $TF=(y-x)-(y-z)-(z-x)=0$, a pure doublet.

Multiply by $1+(x-y)^2$, which is positive and acts only on the up pair, and call the product $G$. At $(0,1,2)$,

$$TG=G(0,1,2)-G(2,1,0)-G(0,2,1)=2+2-10=-6,$$

so $AG=-2$. Being totally antisymmetric, $AG$ is $\pm2$ on the six permutations of the sites and zero elsewhere, so $\langle AG,AG\rangle=24$. For each of the three values of $z$, four ordered pairs at distance 1 contribute $4$ each and two at distance 2 contribute $100$ each, so $\langle G,G\rangle=3(16+200)=648$. Therefore

$$w=\tfrac{24}{648}=\tfrac1{27},\qquad \langle S^2\rangle=\tfrac34+\tfrac19=\tfrac{31}{36}\approx0.861 .$$

The file below establishes $TG\ne0$ for this example; the value of $w$ is the arithmetic just given.

## The Lean file

```lean
import Mathlib

open Finset

noncomputable section

namespace JastrowSpinContamination

/-- Real spatial amplitudes of three electrons on a set `X` of positions. -/
abbrev Wave (X : Type*) := X → X → X → ℝ

/-- Three-electron functions of spins and positions; `true` is spin up. -/
abbrev SpinWave (X : Type*) := Bool → Bool → Bool → Wave X

variable {X : Type*}

/-- Antisymmetry in the first two (spin-up) positions. -/
def UpAntisymm (F : Wave X) : Prop := ∀ x y z, F y x z = -F x y z

/-- The exchange operator `T = 1 - P13 - P23`. -/
def exchangeT (F : Wave X) : Wave X := fun x y z => F x y z - F z y x - F x z y

/-- The totally antisymmetric part of a spatial amplitude. -/
def antisymPart (F : Wave X) : Wave X := fun x y z =>
  (F x y z - F y x z - F z y x - F x z y + F y z x + F z x y) / 6

/-- The function of spins and positions whose up-up-down component is `F`. -/
def threeElectron (F : Wave X) : Bool → Bool → Bool → Wave X
  | true, true, false => F
  | true, false, true => fun x y z => -F x z y
  | false, true, true => fun x y z => F y z x
  | _, _, _ => fun _ _ _ => 0

/-- The total spin raising operator. -/
def raise (Φ : SpinWave X) : SpinWave X := fun s t u x y z =>
  (if s then Φ false t u x y z else 0) + (if t then Φ s false u x y z else 0) +
    (if u then Φ s t false x y z else 0)

/-- The total spin lowering operator. -/
def lower (Φ : SpinWave X) : SpinWave X := fun s t u x y z =>
  (if s then 0 else Φ true t u x y z) + (if t then 0 else Φ s true u x y z) +
    (if u then 0 else Φ s t true x y z)

/-- The spin projection of one electron. -/
def sz (s : Bool) : ℝ := if s then 1 / 2 else -1 / 2

/-- The total spin operator `S² = S₋S₊ + S_z(S_z + 1)`. -/
def spinSq (Φ : SpinWave X) : SpinWave X := fun s t u x y z =>
  lower (raise Φ) s t u x y z +
    (sz s + sz t + sz u) * (sz s + sz t + sz u + 1) * Φ s t u x y z

/-- The completed function changes sign when electrons 1, 2 or electrons 2, 3 are exchanged. -/
theorem threeElectron_antisymm {F : Wave X} (hF : UpAntisymm F) (s t u : Bool) (x y z : X) :
    threeElectron F t s u y x z = -threeElectron F s t u x y z ∧
    threeElectron F s u t x z y = -threeElectron F s t u x y z := by
  have h1 := hF x y z
  have h2 := hF y z x
  cases s <;> cases t <;> cases u <;> simp [threeElectron, h1, h2]

/-- On the spatial amplitude, `S²` acts as `3/4 + T`. -/
theorem spinSq_threeElectron {F : Wave X} (hF : UpAntisymm F) :
    spinSq (threeElectron F) =
      threeElectron (fun x y z => 3 / 4 * F x y z + exchangeT F x y z) := by
  funext s t u x y z
  have h1 := hF x y z
  have h2 := hF y z x
  cases s <;> cases t <;> cases u <;>
    simp only [spinSq, lower, raise, threeElectron, sz, exchangeT, Bool.false_eq_true,
      if_true, if_false] <;> linarith

/-- `TF/3` is the totally antisymmetric part of `F`. -/
theorem antisymPart_eq {F : Wave X} (hF : UpAntisymm F) (x y z : X) :
    antisymPart F x y z = exchangeT F x y z / 3 := by
  have h1 := hF x y z
  have h2 := hF y z x
  have h3 := hF x z y
  simp only [antisymPart, exchangeT]
  linarith

variable [Fintype X]

/-- The overlap of two spatial amplitudes. -/
def overlap (F G : Wave X) : ℝ := ∑ x, ∑ y, ∑ z, F x y z * G x y z

/-- The overlap summed over spins and positions. -/
def spinOverlap (Φ Ψ : SpinWave X) : ℝ := ∑ s, ∑ t, ∑ u, overlap (Φ s t u) (Ψ s t u)

/-- The mean of `S²` in the state with spatial amplitude `F ≠ 0`. -/
def spinSqMean (F : Wave X) : ℝ :=
  spinOverlap (threeElectron F) (spinSq (threeElectron F)) /
    spinOverlap (threeElectron F) (threeElectron F)

/-- The relative weight of the totally antisymmetric part of `F ≠ 0`. -/
def quartetWeight (F : Wave X) : ℝ :=
  overlap (antisymPart F) (antisymPart F) / overlap F F

private lemma sum_swap (h : Wave X) :
    ∑ x, ∑ y, ∑ z, h x z y = ∑ x, ∑ y, ∑ z, h x y z :=
  sum_congr rfl fun _ _ => sum_comm

private lemma sum_cycle (h : Wave X) :
    ∑ x, ∑ y, ∑ z, h y z x = ∑ x, ∑ y, ∑ z, h x y z :=
  sum_comm.trans (sum_congr rfl fun _ _ => sum_comm)

private lemma overlap_nonneg (F : Wave X) : 0 ≤ overlap F F :=
  sum_nonneg fun x _ => sum_nonneg fun y _ => sum_nonneg fun z _ => mul_self_nonneg (F x y z)

private lemma eq_zero_of_overlap {F : Wave X} (h : overlap F F = 0) (x y z : X) :
    F x y z = 0 := by
  have hz : ∀ x y, 0 ≤ ∑ z, F x y z * F x y z :=
    fun x y => sum_nonneg fun z _ => mul_self_nonneg (F x y z)
  have hy : ∀ x, 0 ≤ ∑ y, ∑ z, F x y z * F x y z := fun x => sum_nonneg fun y _ => hz x y
  unfold overlap at h
  have h1 := (sum_eq_zero_iff_of_nonneg (fun x _ => hy x)).1 h x (mem_univ x)
  have h2 := (sum_eq_zero_iff_of_nonneg (fun y _ => hz x y)).1 h1 y (mem_univ y)
  have h3 := (sum_eq_zero_iff_of_nonneg
    (fun z _ => mul_self_nonneg (F x y z))).1 h2 z (mem_univ z)
  exact mul_self_eq_zero.1 h3

private lemma overlap_pos {F : Wave X} (h : F ≠ 0) : 0 < overlap F F :=
  lt_of_le_of_ne (overlap_nonneg F) fun h0 =>
    h (by funext x y z; exact eq_zero_of_overlap h0.symm x y z)

/-- The overlap over spins and positions is three times the spatial overlap. -/
theorem threeElectron_overlap (F G : Wave X) :
    spinOverlap (threeElectron F) (threeElectron G) = 3 * overlap F G := by
  have h1 : ∑ x, ∑ y, ∑ z, F x z y * G x z y = overlap F G :=
    sum_swap (fun x y z => F x y z * G x y z)
  have h2 : ∑ x, ∑ y, ∑ z, F y z x * G y z x = overlap F G :=
    sum_cycle (fun x y z => F x y z * G x y z)
  simp only [overlap] at h1 h2
  simp only [spinOverlap, Fintype.sum_bool, threeElectron, overlap, neg_mul_neg, mul_zero,
    sum_const_zero]
  linarith

private lemma overlap_antisymPart {F : Wave X} (hF : UpAntisymm F) :
    overlap (antisymPart F) (antisymPart F) = overlap F (antisymPart F) := by
  have h1 : ∑ x, ∑ y, ∑ z, F x z y * antisymPart F x z y = overlap F (antisymPart F) :=
    sum_swap (fun x y z => F x y z * antisymPart F x y z)
  have h2 : ∑ x, ∑ y, ∑ z, F y z x * antisymPart F y z x = overlap F (antisymPart F) :=
    sum_cycle (fun x y z => F x y z * antisymPart F x y z)
  have h3 : overlap (antisymPart F) (antisymPart F) = (overlap F (antisymPart F) +
      ∑ x, ∑ y, ∑ z, F x z y * antisymPart F x z y +
      ∑ x, ∑ y, ∑ z, F y z x * antisymPart F y z x) / 3 := by
    simp only [overlap, ← sum_add_distrib, sum_div]
    refine sum_congr rfl fun x _ => sum_congr rfl fun y _ => sum_congr rfl fun z _ => ?_
    have a1 : antisymPart F x z y = -antisymPart F x y z := by simp only [antisymPart]; ring
    have a2 : antisymPart F y z x = antisymPart F x y z := by simp only [antisymPart]; ring
    have a3 : antisymPart F x y z = (F x y z - F x z y + F y z x) / 3 := by
      rw [antisymPart_eq hF, exchangeT, hF y z x]; ring
    linear_combination antisymPart F x y z * a3 - F x z y / 3 * a1 - F y z x / 3 * a2
  linarith

private lemma overlap_rest {F : Wave X} (hF : UpAntisymm F) :
    overlap (fun x y z => F x y z - antisymPart F x y z)
      (fun x y z => F x y z - antisymPart F x y z) =
      overlap F F - overlap (antisymPart F) (antisymPart F) := by
  have h : overlap (fun x y z => F x y z - antisymPart F x y z)
      (fun x y z => F x y z - antisymPart F x y z) = overlap F F +
      (-2) * overlap F (antisymPart F) + overlap (antisymPart F) (antisymPart F) := by
    simp only [overlap, mul_sum, ← sum_add_distrib]
    refine sum_congr rfl fun x _ => sum_congr rfl fun y _ => sum_congr rfl fun z _ => ?_
    ring
  linarith [overlap_antisymPart hF]

/-- The mean of `S²` is `3/4 + 3w`, where the weight `w` of the totally antisymmetric part
lies between 0 and 1. -/
theorem spinSqMean_eq {F : Wave X} (hF : UpAntisymm F) (h0 : F ≠ 0) :
    spinSqMean F = 3 / 4 + 3 * quartetWeight F ∧
      0 ≤ quartetWeight F ∧ quartetWeight F ≤ 1 := by
  have hN := overlap_pos h0
  have hw : quartetWeight F * overlap F F = overlap (antisymPart F) (antisymPart F) :=
    div_mul_cancel₀ _ hN.ne'
  refine ⟨?_, div_nonneg (overlap_nonneg _) hN.le, ?_⟩
  · have h1 : overlap F (fun x y z => 3 / 4 * F x y z + exchangeT F x y z) =
        3 / 4 * overlap F F + 3 * overlap F (antisymPart F) := by
      simp only [overlap, mul_sum, ← sum_add_distrib]
      refine sum_congr rfl fun x _ => sum_congr rfl fun y _ => sum_congr rfl fun z _ => ?_
      rw [antisymPart_eq hF]
      ring
    rw [spinSqMean, spinSq_threeElectron hF, threeElectron_overlap, threeElectron_overlap, h1,
      ← overlap_antisymPart hF, div_eq_iff (by positivity)]
    linear_combination (-9) * hw
  · -- the remainder `F - AF` has non-negative squared norm
    have h2 := overlap_nonneg (fun x y z => F x y z - antisymPart F x y z)
    rw [overlap_rest hF] at h2
    exact (div_le_one hN).2 (by linarith)

/-- The weight is 0 exactly when `TF = 0`, and 1 exactly when `F` is its own totally
antisymmetric part. -/
theorem quartetWeight_endpoints {F : Wave X} (hF : UpAntisymm F) (h0 : F ≠ 0) :
    (quartetWeight F = 0 ↔ exchangeT F = 0) ∧
      (quartetWeight F = 1 ↔ antisymPart F = F) := by
  have hN := overlap_pos h0
  have hw : quartetWeight F * overlap F F = overlap (antisymPart F) (antisymPart F) :=
    div_mul_cancel₀ _ hN.ne'
  refine ⟨⟨fun h => ?_, fun h => ?_⟩, ⟨fun h => ?_, fun h => ?_⟩⟩
  · rw [h, zero_mul] at hw
    funext x y z
    have h1 := eq_zero_of_overlap hw.symm x y z
    rw [antisymPart_eq hF] at h1
    change exchangeT F x y z = 0
    linarith
  · have h1 : ∀ x y z, antisymPart F x y z = 0 := fun x y z => by
      rw [antisymPart_eq hF, h]; simp
    simp [quartetWeight, overlap, h1]
  · rw [h, one_mul] at hw
    funext x y z
    have h1 := eq_zero_of_overlap ((overlap_rest hF).trans (sub_eq_zero.2 hw)) x y z
    exact (sub_eq_zero.1 h1).symm
  · rw [quartetWeight, h, div_self hN.ne']

omit [Fintype X] in
/-- If `J` is symmetric under the exchanges 1-3 and 2-3 and `TF = 0`, then `S²` multiplies the
function of spins and positions built from `JF` by `3/4`. -/
theorem jastrow_preserves_doublet {F J : Wave X} (hF : UpAntisymm F)
    (h13 : ∀ x y z, J z y x = J x y z) (h23 : ∀ x y z, J x z y = J x y z)
    (hT : exchangeT F = 0) :
    spinSq (threeElectron (J * F)) = (3 / 4 : ℝ) • threeElectron (J * F) := by
  have hJF : UpAntisymm (J * F) := fun x y z => by
    have h12 : J y x z = J x y z := by rw [← h13 y x z, ← h23 z x y, h13 x y z]
    simp only [Pi.mul_apply, h12, hF x y z, mul_neg]
  -- the symmetric factor commutes with `T`
  have h0 : ∀ x y z, exchangeT (J * F) x y z = 0 := fun x y z => by
    have h1 : exchangeT F x y z = 0 := congrFun (congrFun (congrFun hT x) y) z
    simp only [exchangeT] at h1
    simp only [exchangeT, Pi.mul_apply]
    rw [h13 x y z, h23 x y z]
    linear_combination J x y z * h1
  rw [spinSq_threeElectron hJF]
  funext s t u x y z
  cases s <;> cases t <;> cases u <;> simp [threeElectron, h0]

/-- The amplitude `y - x` on three sites, with `x`, `y` the spin-up positions. -/
def sitePair : Wave (Fin 3) := fun x y _ => (y.val : ℝ) - (x.val : ℝ)

/-- A factor `1 + (x - y)²` acting on the parallel-spin pair only. -/
def parallelJastrow : Wave (Fin 3) := fun x y _ => 1 + ((x.val : ℝ) - (y.val : ℝ)) ^ 2

/-- The positive factor `parallelJastrow`, symmetric in the spin-up positions, turns the
amplitude `sitePair` with `TF = 0` into one with `TF ≠ 0`. -/
theorem parallelJastrow_contaminates :
    UpAntisymm sitePair ∧ exchangeT sitePair = 0 ∧
      (∀ x y z, 0 < parallelJastrow x y z ∧ parallelJastrow y x z = parallelJastrow x y z) ∧
      exchangeT (parallelJastrow * sitePair) ≠ 0 := by
  refine ⟨fun x y z => ?_, ?_, fun x y z => ⟨?_, ?_⟩, fun h => ?_⟩
  · simp only [sitePair]; ring
  · funext x y z
    simp only [exchangeT, sitePair, Pi.zero_apply]
    ring
  · simp only [parallelJastrow]; positivity
  · simp only [parallelJastrow]; ring
  · have h1 := congrFun (congrFun (congrFun h 0) 1) 2
    norm_num [exchangeT, parallelJastrow, sitePair] at h1

end JastrowSpinContamination
```

```lean
#print axioms JastrowSpinContamination.threeElectron_overlap
#print axioms JastrowSpinContamination.spinSqMean_eq
#print axioms JastrowSpinContamination.jastrow_preserves_doublet
#print axioms JastrowSpinContamination.parallelJastrow_contaminates
```

```
'JastrowSpinContamination.threeElectron_overlap' depends on axioms: [propext, Classical.choice, Quot.sound]
'JastrowSpinContamination.spinSqMean_eq' depends on axioms: [propext, Classical.choice, Quot.sound]
'JastrowSpinContamination.jastrow_preserves_doublet' depends on axioms: [propext, Classical.choice, Quot.sound]
'JastrowSpinContamination.parallelJastrow_contaminates' depends on axioms: [propext, Classical.choice, Quot.sound]
```

## How the theorems encode the spin state

`Wave X` is a real spatial amplitude, and `SpinWave X` adds three Boolean spin labels, with `true` for up. `UpAntisymm F` is the assumption on the up pair; all theorems about a general `F` except `threeElectron_overlap` assume it, also where the docstring does not say so. `threeElectron F` is the completed state; `threeElectron_antisymm` checks its sign under exchanges 1-2 and 2-3, which generate all permutations. `spinSq` is built from explicit `raise` and `lower` operators, so `spinSq_threeElectron` derives $\tfrac34+T$ instead of postulating it.

The overlaps are unnormalised sums; `spinSqMean` and `quartetWeight` divide by the squared norm. `spinSqMean_eq` states the formula and both bounds for `F ≠ 0`, and `quartetWeight_endpoints` characterises the two extremes. `jastrow_preserves_doublet` is an eigenvalue equation that also holds for infinite `X`; it describes an eigenfunction provided $JF\ne0$, as when $F\ne0$ and $J$ is positive.

## How the proof follows the derivation

For the exchange signs and the action of $S^2$, Lean splits into the eight spin assignments and closes each with instances of up-antisymmetry. `antisymPart_eq` pairs the six terms.

The relabellings are `sum_swap` and `sum_cycle`. They give the factor 3 in `threeElectron_overlap` and the identity $\langle AF,AF\rangle=\langle F,AF\rangle$ in `overlap_antisymPart`. `overlap_rest` expands the squared norm of $F-AF$, and `overlap_nonneg` turns that into $w\le1$. `overlap_pos` makes the denominator positive, and `eq_zero_of_overlap` recovers a pointwise zero from a zero norm, as the endpoints require.

In the Jastrow theorem, `linear_combination J x y z * h1` is the step $T(JF)=J\,TF$. `parallelJastrow_contaminates` evaluates the example at $(0,1,2)$.

## Scope: three electrons, finite sums, no cusp derivatives

The mean-value formula covers real amplitudes of three electrons with two spins up, summed over finitely many positions. Continuum integrals, complex amplitudes and larger electron numbers are not treated. A finite set has no short-distance limit, so no cusp condition is imposed: the factor $1+(x-y)^2$ treats the parallel pair differently, as a spin-dependent cusp factor does, but it is not built to satisfy a cusp condition. The example shows that such a factor can contaminate a doublet, not that every one does. Statistical error in a sampled estimate of $w$ is a separate matter.
